# Nondegenerate levels of a one-dimensional hard-wall box with bounded variable mass and potential

I compute the subband edges of a layered quantum well by shooting. At the left wall I set the envelope to zero and its mass-weighted slope to one, integrate to the right wall, and adjust the energy until the envelope vanishes there too. Each such energy goes into my list as one state, before spin. With a constant mass I wouldn't worry. But here the mass jumps at every interface, and the slope of the envelope jumps with it. Could a second, different state sit at the same energy, one that my single starting condition never produces?

## The wall leaves only the starting flux free

No, provided that the mass and potential profiles are bounded and that the envelope and the mass-weighted slope, meaning the slope divided by the mass, are both continuous.

Write $f$ for the envelope, $m$ for the effective mass, $V$ for the band edge, $E$ for the real energy and $L$ for the length of the box. With $\hbar=1$ and masses in units of the free-electron mass, the BenDaniel-Duke equation $-\tfrac12(f'/m)'+Vf=Ef$ becomes a first-order system for $f$ and $u=f'/m$:

$$f'=m\,u,\qquad u'=2(V-E)f .$$

I call $u$ the flux; it is not the probability current, which vanishes for a real envelope. BenDaniel-Duke matching says that $f$ and $u$ are continuous across an interface.

Let $(f,u)$ and $(g,w)$ be two real solutions at the same $E$ with $f(0)=g(0)=0$. Form

$$F=w(0)\,f-u(0)\,g,\qquad U=w(0)\,u-u(0)\,w .$$

The system is linear, so $(F,U)$ solves it too, and $F(0)=U(0)=0$.

Such a solution vanishes everywhere. Suppose $|m|\le A$ and $|V|\le B$, and put $N=\max(|F|,|U|)$ and $K=A+2(B+|E|)$. Then $|F'|\le A|U|\le KN$ and $|U'|\le 2(B+|E|)|F|\le KN$. For piecewise continuous profiles, integration from the wall gives

$$N(x)\le K\int_0^x N(t)\,dt .$$

If $M$ is the maximum of $N$, inserting this bound into itself $n$ times gives $N(x)\le M(Kx)^n/n!$, which tends to zero. Hence $N=0$.

So $w(0)f=u(0)g$ and $w(0)u=u(0)w$ throughout the box. If $f$ is nonzero somewhere, then $u(0)\neq0$, since otherwise $(f,u)$ would itself start from zero data and vanish. Therefore $g=cf$ and $w=cu$ with $c=w(0)/u(0)$. Your choice $u(0)=1$ fixes only the scale and the sign; normalisation resets the scale, and the sign is a global phase. Complex envelopes add no further state: $m$, $V$ and $E$ are real, so the real and imaginary parts solve the same system with the same wall condition, and each is a real multiple of $f$.

## From layers and interfaces to the Lean statement

`IsSolution m V E L f u` says that $f$ and $u$ are continuous on $[0,L]$ and satisfy the system at every point of $[0,L)$ with right derivatives. This is how abrupt interfaces enter: the equations hold on both sides, and continuity of the pair is the matching condition. By this convention, the value of $m$ at an interface belongs to the layer on its right.

`BoundedProfile` states the bound on $m$ or $V$; neither continuity nor positivity of $m$ is required. `Dependent` asks for real $a,b$, not both zero, that annihilate the envelopes and the fluxes together.

The main results are `dependent_of_wall`, for any two real solutions whose envelopes vanish at the left wall, and `level_nondegenerate`, which gives the factor $c$ when $f$ is not identically zero. Neither needs the right wall. The condition $f(L)=0$ selects the energies, and the existence of levels is not claimed. `dependent_of_continuous` treats continuous $m$ and $V$ with ordinary derivatives, one-sided at the ends.

The step from this model to a real well is the reduction of the crystal to a single-band equation for one valley along the growth direction, with hard walls. Equivalent valleys, as in silicon, can repeat the same level, and the theorem does not count them. Coupled valence bands have more components, and one wall condition on one envelope does not settle their degeneracies.

```lean
import Mathlib

open Set

namespace BenDanielDukeBox

noncomputable section

/-- The envelope `f` and the flux `u` are continuous on `[0, L]` and satisfy `f' = m u` and
`u' = 2 (V - E) f` on `[0, L)`, with derivatives taken from the right. -/
structure IsSolution (m V : ℝ → ℝ) (E L : ℝ) (f u : ℝ → ℝ) : Prop where
  cont_f : ContinuousOn f (Icc 0 L)
  cont_u : ContinuousOn u (Icc 0 L)
  deriv_f : ∀ x ∈ Ico 0 L, HasDerivWithinAt f (m x * u x) (Ici x) x
  deriv_u : ∀ x ∈ Ico 0 L, HasDerivWithinAt u (2 * (V x - E) * f x) (Ici x) x

/-- A material profile (mass or band edge) is bounded on `[0, L]`. -/
def BoundedProfile (L : ℝ) (h : ℝ → ℝ) : Prop := ∃ C, ∀ x ∈ Icc 0 L, |h x| ≤ C

/-- One nontrivial real combination annihilates both the envelopes `f, g` and the fluxes `u, w`
on `[0, L]`. -/
def Dependent (L : ℝ) (f u g w : ℝ → ℝ) : Prop :=
  ∃ a b : ℝ, (a ≠ 0 ∨ b ≠ 0) ∧ ∀ x ∈ Icc 0 L, a * f x + b * g x = 0 ∧ a * u x + b * w x = 0

variable {m V f u g w : ℝ → ℝ} {E L : ℝ}

/-- Superposition: real combinations of two solutions at the same energy are solutions. -/
theorem IsSolution.superpose (h : IsSolution m V E L f u) (k : IsSolution m V E L g w)
    (a b : ℝ) :
    IsSolution m V E L (fun x => a * f x + b * g x) (fun x => a * u x + b * w x) where
  cont_f := (continuousOn_const.mul h.cont_f).add (continuousOn_const.mul k.cont_f)
  cont_u := (continuousOn_const.mul h.cont_u).add (continuousOn_const.mul k.cont_u)
  deriv_f x hx := (((h.deriv_f x hx).const_mul a).fun_add
    ((k.deriv_f x hx).const_mul b)).congr_deriv (by ring)
  deriv_u x hx := (((h.deriv_u x hx).const_mul a).fun_add
    ((k.deriv_u x hx).const_mul b)).congr_deriv (by ring)

/-- For bounded mass and potential, a solution whose envelope and flux both vanish at the left
end vanishes on all of `[0, L]`. -/
theorem IsSolution.eq_zero (hm : BoundedProfile L m) (hV : BoundedProfile L V)
    (h : IsSolution m V E L f u) (hf : f 0 = 0) (hu : u 0 = 0) :
    ∀ x ∈ Icc 0 L, f x = 0 ∧ u x = 0 := by
  obtain ⟨A, hA⟩ := hm
  obtain ⟨B, hB⟩ := hV
  -- the right-hand side of the system grows at most linearly in `(f, u)`
  have bound : ∀ x ∈ Ico 0 L, ‖((m x * u x, 2 * (V x - E) * f x) : ℝ × ℝ)‖
      ≤ (A + 2 * (B + |E|)) * ‖((f x, u x) : ℝ × ℝ)‖ + 0 := by
    intro x hx
    have hA' := hA x ⟨hx.1, hx.2.le⟩
    have hB' := hB x ⟨hx.1, hx.2.le⟩
    have hA0 : 0 ≤ A := (abs_nonneg _).trans hA'
    have hB0 : 0 ≤ B := (abs_nonneg _).trans hB'
    have hE0 := abs_nonneg E
    have hVE : |V x - E| ≤ B + |E| := by
      have := norm_sub_le (V x) E
      simp only [Real.norm_eq_abs] at this
      linarith
    have n1 : |f x| ≤ ‖((f x, u x) : ℝ × ℝ)‖ := norm_fst_le (f x, u x)
    have n2 : |u x| ≤ ‖((f x, u x) : ℝ × ℝ)‖ := norm_snd_le (f x, u x)
    rw [add_zero]
    refine norm_prod_le_iff.2 ⟨?_, ?_⟩
    · change |m x * u x| ≤ _
      rw [abs_mul]
      exact (mul_le_mul hA' n2 (abs_nonneg _) hA0).trans
        (mul_le_mul_of_nonneg_right (by linarith) (norm_nonneg _))
    · change |2 * (V x - E) * f x| ≤ _
      rw [abs_mul, abs_mul, abs_two]
      exact (mul_le_mul (by linarith : 2 * |V x - E| ≤ 2 * (B + |E|)) n1
        (abs_nonneg _) (by linarith)).trans
        (mul_le_mul_of_nonneg_right (by linarith) (norm_nonneg _))
  -- Grönwall's inequality with zero initial data
  have key := norm_le_gronwallBound_of_norm_deriv_right_le
    (f := fun x => (f x, u x)) (f' := fun x => (m x * u x, 2 * (V x - E) * f x))
    (δ := 0) (h.cont_f.prodMk h.cont_u)
    (fun x hx => (h.deriv_f x hx).prodMk (h.deriv_u x hx)) (by simp [hf, hu]) bound
  intro x hx
  have h0 := key x hx
  rw [gronwallBound_ε0, zero_mul] at h0
  have h1 : ((f x, u x) : ℝ × ℝ) = 0 := norm_le_zero_iff.1 h0
  exact ⟨congrArg Prod.fst h1, congrArg Prod.snd h1⟩

/-- For bounded mass and potential, two solutions at the same energy whose Wronskian `f w - g u`
vanishes at the left end are linearly dependent. -/
theorem dependent_of_wronskian (hm : BoundedProfile L m) (hV : BoundedProfile L V)
    (h : IsSolution m V E L f u) (k : IsSolution m V E L g w)
    (hW : f 0 * w 0 - g 0 * u 0 = 0) : Dependent L f u g w := by
  by_cases hf : f 0 = 0
  · by_cases hu : u 0 = 0
    · -- the first solution is identically zero
      refine ⟨1, 0, Or.inl one_ne_zero, fun x hx => ?_⟩
      obtain ⟨h1, h2⟩ := h.eq_zero hm hV hf hu x hx
      simp [h1, h2]
    · -- cancel the fluxes at the left end
      exact ⟨w 0, -u 0, Or.inr (neg_ne_zero.2 hu),
        (h.superpose k (w 0) (-u 0)).eq_zero hm hV (by linear_combination hW) (by ring)⟩
  · -- cancel the envelopes at the left end
    exact ⟨g 0, -f 0, Or.inr (neg_ne_zero.2 hf),
      (h.superpose k (g 0) (-f 0)).eq_zero hm hV (by ring) (by linear_combination -hW)⟩

/-- For bounded mass and potential, two solutions at the same energy whose envelopes vanish at the
left wall are linearly dependent. -/
theorem dependent_of_wall (hm : BoundedProfile L m) (hV : BoundedProfile L V)
    (h : IsSolution m V E L f u) (k : IsSolution m V E L g w)
    (hf : f 0 = 0) (hg : g 0 = 0) : Dependent L f u g w :=
  dependent_of_wronskian hm hV h k (by simp [hf, hg])

/-- Nondegeneracy: for bounded mass and potential, if the envelope `f` of a solution `(f, u)`
vanishes at the left wall but not on all of `[0, L]`, every solution at the same energy whose
envelope vanishes at that wall is a real multiple of `(f, u)` on `[0, L]`. -/
theorem level_nondegenerate (hm : BoundedProfile L m) (hV : BoundedProfile L V)
    (h : IsSolution m V E L f u) (k : IsSolution m V E L g w)
    (hf : f 0 = 0) (hg : g 0 = 0) (hne : ∃ x ∈ Icc 0 L, f x ≠ 0) :
    ∃ c : ℝ, ∀ x ∈ Icc 0 L, g x = c * f x ∧ w x = c * u x := by
  obtain ⟨y, hy, hfy⟩ := hne
  -- a nonzero state leaves the wall with nonzero flux
  have hu : u 0 ≠ 0 := fun hu => hfy (h.eq_zero hm hV hf hu y hy).1
  refine ⟨w 0 / u 0, fun x hx => ?_⟩
  obtain ⟨h1, h2⟩ := (h.superpose k (w 0 / u 0) (-1)).eq_zero hm hV
    (by simp [hf, hg]) (by field_simp; ring) x hx
  exact ⟨by linarith, by linarith⟩

/-- For continuous `m` and `V` and ordinary derivatives on `[0, L]`, two solutions of `f' = m u`,
`u' = 2 (V - E) f` with envelopes vanishing at `0` are linearly dependent. -/
theorem dependent_of_continuous (hm : ContinuousOn m (Icc 0 L)) (hV : ContinuousOn V (Icc 0 L))
    (h1 : ∀ x ∈ Icc 0 L, HasDerivWithinAt f (m x * u x) (Icc 0 L) x)
    (h2 : ∀ x ∈ Icc 0 L, HasDerivWithinAt u (2 * (V x - E) * f x) (Icc 0 L) x)
    (k1 : ∀ x ∈ Icc 0 L, HasDerivWithinAt g (m x * w x) (Icc 0 L) x)
    (k2 : ∀ x ∈ Icc 0 L, HasDerivWithinAt w (2 * (V x - E) * g x) (Icc 0 L) x)
    (hf : f 0 = 0) (hg : g 0 = 0) : Dependent L f u g w := by
  have right : ∀ {p p' : ℝ → ℝ}, (∀ x ∈ Icc 0 L, HasDerivWithinAt p (p' x) (Icc 0 L) x) →
      ∀ x ∈ Ico 0 L, HasDerivWithinAt p (p' x) (Ici x) x := fun hp x hx =>
    (hp x ⟨hx.1, hx.2.le⟩).mono_of_mem_nhdsWithin (Icc_mem_nhdsGE_of_mem hx)
  exact dependent_of_wall (isCompact_Icc.exists_bound_of_continuousOn hm)
    (isCompact_Icc.exists_bound_of_continuousOn hV)
    ⟨fun x hx => (h1 x hx).continuousWithinAt, fun x hx => (h2 x hx).continuousWithinAt,
      right h1, right h2⟩
    ⟨fun x hx => (k1 x hx).continuousWithinAt, fun x hx => (k2 x hx).continuousWithinAt,
      right k1, right k2⟩ hf hg

/-- The profile equal to `p` from the junction at `π / 2` onwards and to `q` before it. -/
def junction (p q : ℝ → ℝ) (x : ℝ) : ℝ := if Real.pi / 2 ≤ x then p x else q x

/-- Where `p` and `q` are both differentiable, the right derivative of `junction p q` is the
junction of their derivatives. -/
theorem junction_deriv {p q p' q' : ℝ → ℝ} {x : ℝ} (hp : HasDerivAt p (p' x) x)
    (hq : HasDerivAt q (q' x) x) :
    HasDerivWithinAt (junction p q) (junction p' q' x) (Ici x) x := by
  by_cases hx : Real.pi / 2 ≤ x
  · have e : ∀ y ∈ Ici x, junction p q y = p y := fun y hy => if_pos (hx.trans hy)
    rw [show junction p' q' x = p' x from if_pos hx]
    exact hp.hasDerivWithinAt.congr e (e x self_mem_Ici)
  · rw [show junction p' q' x = q' x from if_neg hx]
    refine (hq.congr_of_eventuallyEq ?_).hasDerivWithinAt
    filter_upwards [Iio_mem_nhds (not_le.1 hx)] with y hy
    exact if_neg (not_le.2 hy)

/-- A box of length `3π/4` whose mass jumps from `1` to `4` at `π/2`, with `V = 0`, has at `E = 1/2`
an explicit solution with a nonzero envelope that vanishes at both walls. -/
theorem abrupt_box_witness :
    BoundedProfile (3 * Real.pi / 4) (junction (fun _ => 4) (fun _ => 1)) ∧
    IsSolution (junction (fun _ => 4) (fun _ => 1)) (fun _ => 0) (1 / 2) (3 * Real.pi / 4)
      (junction (fun x => -Real.cos (2 * x)) Real.sin)
      (junction (fun x => Real.sin (2 * x) / 2) Real.cos) ∧
    junction (fun x => -Real.cos (2 * x)) Real.sin 0 = 0 ∧
    junction (fun x => -Real.cos (2 * x)) Real.sin (3 * Real.pi / 4) = 0 ∧
    junction (fun x => -Real.cos (2 * x)) Real.sin (Real.pi / 2) = 1 := by
  have hpi := Real.pi_pos
  have e : 2 * (Real.pi / 2) = Real.pi := by ring
  have d (x : ℝ) : HasDerivAt (fun y : ℝ => 2 * y) 2 x := by
    simpa using (hasDerivAt_id' x).const_mul (2 : ℝ)
  refine ⟨⟨4, fun x _ => ?_⟩, ⟨?_, ?_, fun x _ => ?_, fun x _ => ?_⟩, ?_, ?_, ?_⟩
  · unfold junction
    split_ifs <;> norm_num
  · -- matching of the envelope
    refine (Continuous.if_le (by fun_prop) Real.continuous_sin continuous_const continuous_id
      fun x hx => ?_).continuousOn
    have hx' : x = Real.pi / 2 := hx.symm
    simp [hx', e]
  · -- matching of the flux
    refine (Continuous.if_le (by fun_prop) Real.continuous_cos continuous_const continuous_id
      fun x hx => ?_).continuousOn
    have hx' : x = Real.pi / 2 := hx.symm
    simp [hx', e]
  · refine (junction_deriv (p' := fun x => -(-Real.sin (2 * x) * 2)) (q' := Real.cos)
      (d x).cos.fun_neg (Real.hasDerivAt_sin x)).congr_deriv ?_
    unfold junction
    split_ifs <;> ring
  · refine (junction_deriv (p' := fun x => Real.cos (2 * x) * 2 / 2)
      (q' := fun x => -Real.sin x)
      ((d x).sin.div_const 2) (Real.hasDerivAt_cos x)).congr_deriv ?_
    unfold junction
    split_ifs <;> ring
  · rw [junction, if_neg (by linarith), Real.sin_zero]
  · rw [junction, if_pos (by linarith),
      show 2 * (3 * Real.pi / 4) = Real.pi / 2 + Real.pi by ring, Real.cos_add_pi,
      Real.cos_pi_div_two, neg_zero, neg_zero]
  · rw [junction, if_pos le_rfl, e, Real.cos_pi, neg_neg]

/-- On a ring of length `2π` with `m = 1`, `V = 0` and `E = 1/2`, cosine and sine are
solutions with periodic envelope and flux that are not linearly dependent. -/
theorem ring_degenerate :
    IsSolution (fun _ => 1) (fun _ => 0) (1 / 2) (2 * Real.pi)
      Real.cos (fun x => -Real.sin x) ∧
    IsSolution (fun _ => 1) (fun _ => 0) (1 / 2) (2 * Real.pi) Real.sin Real.cos ∧
    Real.cos 0 = Real.cos (2 * Real.pi) ∧ Real.sin 0 = Real.sin (2 * Real.pi) ∧
    ¬ Dependent (2 * Real.pi) Real.cos (fun x => -Real.sin x) Real.sin Real.cos := by
  refine ⟨⟨Real.continuous_cos.continuousOn, Real.continuous_sin.neg.continuousOn,
    fun x _ => (Real.hasDerivAt_cos x).hasDerivWithinAt.congr_deriv (by ring),
    fun x _ => (Real.hasDerivAt_sin x).fun_neg.hasDerivWithinAt.congr_deriv (by ring)⟩,
    ⟨Real.continuous_sin.continuousOn, Real.continuous_cos.continuousOn,
    fun x _ => (Real.hasDerivAt_sin x).hasDerivWithinAt.congr_deriv (by ring),
    fun x _ => (Real.hasDerivAt_cos x).hasDerivWithinAt.congr_deriv (by ring)⟩,
    by simp, by simp, ?_⟩
  rintro ⟨a, b, hab, h⟩
  -- at the origin the two solutions have independent initial data
  obtain ⟨h1, h2⟩ := h 0 ⟨le_rfl, by positivity⟩
  simp only [Real.cos_zero, Real.sin_zero, mul_one, mul_zero, neg_zero, add_zero,
    zero_add] at h1 h2
  exact hab.elim (fun ha => ha h1) (fun hb => hb h2)

end

end BenDanielDukeBox
```

```lean
#print axioms BenDanielDukeBox.level_nondegenerate
#print axioms BenDanielDukeBox.dependent_of_continuous
#print axioms BenDanielDukeBox.ring_degenerate
```

```
'BenDanielDukeBox.level_nondegenerate' depends on axioms: [propext, Classical.choice, Quot.sound]
'BenDanielDukeBox.dependent_of_continuous' depends on axioms: [propext, Classical.choice, Quot.sound]
'BenDanielDukeBox.ring_degenerate' depends on axioms: [propext, Classical.choice, Quot.sound]
```

## Cancelling the data at the wall

`IsSolution.superpose` is the linearity used for $(F,U)$. `IsSolution.eq_zero` is the uniqueness step. Its `bound` is the estimate with $K$ above, because the norm on `ℝ × ℝ` is the larger of the two absolute values. Mathlib's Grönwall inequality then replaces the repeated integration; it accepts right derivatives, so the jumps need no separate treatment.

`dependent_of_wronskian` is slightly more general than the wall case. Its Wronskian is $fw-gu$, the textbook $fg'-gf'$ divided by $m$ where $m\ne0$, and it is assumed to vanish at $0$. There are three cases:

- If $f(0)=u(0)=0$, the first solution is zero, and $a=1$, $b=0$ will do.
- If $f(0)=0$ but $u(0)\ne0$, the combination is the $(F,U)$ above.
- If $f(0)\neq0$, the combination $g(0)f-f(0)g$ cancels the envelopes, and the vanishing Wronskian cancels the fluxes.

A hard wall makes both products in the Wronskian zero, which gives `dependent_of_wall`. For `level_nondegenerate`, the proof first shows $u(0)\ne0$ and then applies uniqueness to $cf-g$ and $cu-w$. The continuous case follows because a continuous function on a closed interval is bounded and an ordinary derivative is also a right derivative.

## A box with a mass jump, layer by layer

In a layer of thickness $d$ with constant $m>0$ and $V<E$, put $k=\sqrt{2m(E-V)}$. The pair is carried across by

$$f\mapsto f\cos kd+\frac{m}{k}\,u\sin kd,\qquad u\mapsto u\cos kd-\frac{k}{m}\,f\sin kd .$$

Take $V=0$ and $E=\tfrac12$, with $m=1$ up to $\pi/2$ and $m=4$ from there to $3\pi/4$. The start $(0,1)$ goes to $(1,0)$ at the interface and to $(0,-\tfrac12)$ at the right wall, so $E=\tfrac12$ is a level. By the theorem it counts as one state before spin, and in a layered well as the edge of one subband of the valley considered.

`abrupt_box_witness` confirms this solution: $\sin x$ in the first layer and $-\cos 2x$ in the second. Its squared norm is $3\pi/8$, so the normalised envelope has the value $\sqrt{8/(3\pi)}\approx0.92$ at the interface. The flux happens to be zero there, so in this example the slope does not jump.

## Two ways to get a second state

Remove the walls and close the line into a ring of length $2\pi$, with $m=1$, $V=0$ and $E=\tfrac12$. Then $\cos x$ and $\sin x$ are independent solutions with periodic envelope and flux, as `ring_degenerate` shows. Periodicity therefore cannot take the place of the wall condition.

Or keep the walls, at $0$ and $2\pi$, with the same $m$, $V$ and $E$, but allow the flux to jump at $x=\pi$. One state is $\sin x$ throughout; another is $\sin x$ up to $\pi$ and zero beyond. Both envelopes are continuous and vanish at both walls, yet they are independent. The second has a flux that jumps from $-1$ to $0$, which BenDaniel-Duke matching forbids. So the jump in slope that worried you is harmless as long as $f'/m$ stays continuous.
